# Finitely many radial grids can all return zero for a nonnegative polynomial of any prescribed positive integral

A program that accepts an integral because two successive grids agree can report zero when the true value is one. Take the interval $[0,1]$, the trapezoidal rule with nodes $0,1$, and its refinement with nodes $0,\tfrac12,1$. For

$$p(x)=840\,x^2\left(x-\tfrac12\right)^2(x-1)^2$$

both rules return zero, so the estimated error is zero as well, yet $\int_0^1 p\,dx=1$. The same construction defeats any finite family of grids.

Such a stopping test occurs in the matrix elements of semilocal effective core potentials. Once the angular integrals about the core have been done, there remains a radial integral of $r^2U_l(r)F_a(r)F_b(r)$, where $U_l$ is the potential for angular momentum $l$ and $F_a,F_b$ are the angular projections of two basis functions. A code may evaluate it on a coarse grid, refine the grid, and stop when the change falls below a threshold. If $F_a$ comes from a tight Gaussian with exponent $\alpha$ at distance $A$ from the core, it is concentrated in a shell near $r=A$ of width about $\alpha^{-1/2}$. Two grids with no node near that shell both return almost nothing, and they agree.

## Squaring the node polynomial

Let $R,T>0$, and let the radial weight $\omega$ be continuous on $[0,R]$ and positive on $(0,R]$. Both $\omega=1$ and $\omega=r^2$ qualify. Rule $i$ of a finite family returns $Q_i(f)=\sum_x w_i(x)f(x)$, summed over its nodes. Let $S$ be the set of all distinct nodes in the family, let $n$ be their number, and put

$$b(x)=\prod_{a\in S}(x-a)^2,\qquad I=\int_0^R\omega(r)\,b(r)\,dr .$$

The polynomial $b$ has degree $2n$, is nonnegative, and vanishes at every node. Since $(0,R)$ is infinite and $S$ is finite, some $c\in(0,R)$ is not a node, and $\omega(c)b(c)>0$. By continuity $\omega b$ is positive near $c$. It is negative nowhere on $[0,R]$, so $I>0$. Now set $p=(T/I)\,b$. Its weighted integral is $T$, and every $Q_i(p)$ is a sum of zeros. For $n=0$ the product is empty and $p$ is a positive constant.

**Shifting an integrand.** If $\omega f$ is integrable, linearity gives $\int_0^R\omega(f+p)\,dr=\int_0^R\omega f\,dr+T$, while $Q_i(f+p)=Q_i(f)$ for every $i$.

**Defeating an error bound.** Suppose that an estimate $E$ and an error bound $B$ are computed from the rule outputs. Let $E_0,B_0$ be their values when all outputs are zero, and choose $T=|E_0|+|B_0|+1$. The polynomial $p$ produces those outputs, and

$$|T-E_0|\ \ge\ T-E_0\ \ge\ |B_0|+1\ >\ B_0 .$$

**Least degree.** Suppose that all quadrature weights are positive, and that $p\neq0$ is any polynomial that is nonnegative on the real line and has $Q_i(p)=0$ for all $i$. Every term $w_i(a)p(a)$ is nonnegative and the terms sum to zero, so $p(a)=0$ at each node $a$. This is a minimum, hence $p'(a)=0$. Writing $p=(x-a)q$ gives $p'(a)=q(a)=0$, so $(x-a)^2$ divides $p$. Factors belonging to distinct nodes are coprime, so their product $b$ divides $p$, and $\deg p\ge2n$.

## Rules, nodes and the weighted integral

In Lean 4 with Mathlib:

```lean
import Mathlib

open Polynomial

namespace FalseAdaptiveConvergence

noncomputable section
```

A rule is a finite set of nodes together with a weight function, which matters only at the nodes. Nodes may lie outside $[0,R]$, and weights may have either sign.

```lean
/-- A radial quadrature rule: finitely many nodes, with a real weight at each. -/
structure RadialRule where
  nodes : Finset ℝ
  weight : ℝ → ℝ

/-- The number a rule returns for the integrand `f`: the weighted sum of its samples. -/
def RadialRule.value (Q : RadialRule) (f : ℝ → ℝ) : ℝ :=
  ∑ x ∈ Q.nodes, Q.weight x * f x
```

The index type `ι` labels the grids. Taking the union of their node sets counts a shared node once, so nested grids contribute only their new points to $n$, which is `(allNodes Q).card`.

```lean
/-- All distinct nodes used by a finite family of rules. -/
def allNodes {ι : Type*} [Fintype ι] (Q : ι → RadialRule) : Finset ℝ :=
  Finset.univ.biUnion (fun i => (Q i).nodes)
```

The factor `ω` holds the volume element or any other admissible positive weight. A potential that changes sign belongs in `f`.

```lean
/-- The integral of `f` over `[0, R]` with radial weight `ω`, for instance `ω r = r ^ 2`. -/
def radialIntegral (ω : ℝ → ℝ) (R : ℝ) (f : ℝ → ℝ) : ℝ :=
  ∫ r in (0 : ℝ)..R, ω r * f r
```

## A positive integral from a single point

The polynomial $b$ is `blindPoly S`. The next two lemmas give its values and its degree; the degree follows because a product of monic linear factors has degree equal to their number.

```lean
/-- The square of the product of the linear factors `X - a` over the points `a` of `S`. -/
def blindPoly (S : Finset ℝ) : ℝ[X] := (∏ a ∈ S, (X - C a)) ^ 2

/-- The value of the squared node polynomial at `x` is the squared product of the distances
from `x` to the nodes. -/
theorem blindPoly_eval (S : Finset ℝ) (x : ℝ) :
    (blindPoly S).eval x = (∏ a ∈ S, (x - a)) ^ 2 := by
  simp [blindPoly, eval_prod]

/-- The squared node polynomial of `n` nodes has degree `2 n`. -/
theorem blindPoly_natDegree (S : Finset ℝ) : (blindPoly S).natDegree = 2 * S.card := by
  rw [blindPoly, natDegree_pow, natDegree_prod_of_monic S _ (fun a _ => monic_X_sub_C a)]
  simp
```

The positivity of $I$ rests on Mathlib's `intervalIntegral.integral_pos`. For an interval of positive length this lemma asks for three things: continuity on the closed interval, nonnegativity on the half-open interval $(0,R]$, and one point of the closed interval where the integrand is positive. It concludes that the integral is positive, so the neighbourhood argument made by hand is contained in the lemma. Continuity is what makes one point enough, since a function that is positive at one point and zero elsewhere has integral zero. The half-open interval also fits the hypothesis `hω`, which says nothing about $r=0$, where $r^2$ vanishes. The point itself comes from `Set.Ioo_infinite` and `exists_notMem_finset`.

```lean
/-- For a radial weight continuous on `[0, R]` and positive on `(0, R]`, with `R > 0`, the
squared node polynomial has a positive integral. -/
theorem blindPoly_integral_pos {ω : ℝ → ℝ} {R : ℝ} (hR : 0 < R)
    (hc : ContinuousOn ω (Set.Icc 0 R)) (hω : ∀ r, 0 < r → r ≤ R → 0 < ω r)
    (S : Finset ℝ) : 0 < radialIntegral ω R (fun r => (blindPoly S).eval r) := by
  -- since `R > 0`, the interval `(0, R)` has infinitely many points, so one is not a node
  obtain ⟨c, hcI, hcS⟩ := (Set.Ioo_infinite hR).exists_notMem_finset S
  unfold radialIntegral
  apply intervalIntegral.integral_pos hR
  · exact hc.mul (blindPoly S).continuous.continuousOn
  · intro x hx
    beta_reduce
    rw [blindPoly_eval]
    exact mul_nonneg (hω x hx.1 hx.2).le (sq_nonneg _)
  · refine ⟨c, ⟨hcI.1.le, hcI.2.le⟩, mul_pos (hω c hcI.1 hcI.2.le) ?_⟩
    beta_reduce
    rw [blindPoly_eval]
    have hne : ∏ a ∈ S, (c - a) ≠ 0 := by
      refine Finset.prod_ne_zero_iff.2 (fun a ha h => hcS ?_)
      rw [sub_eq_zero.1 h]
      exact ha
    exact lt_of_le_of_ne (sq_nonneg _) (pow_ne_zero 2 hne).symm
```

## Prescribing the integral

The main theorem states four properties of one polynomial: degree exactly $2n$, nonnegativity on the whole real line, weighted integral $T$, and output zero from every rule. The witness is `C (T / I) * blindPoly (allNodes Q)`, and the four bullets establish the properties in that order. The last one uses `Finset.prod_eq_zero`: at a node, one factor of the product is zero.

```lean
/-- **False convergence.** Let `R, T > 0` and let the radial weight be continuous on `[0, R]`
and positive on `(0, R]`. For any finite family of rules with `n` distinct nodes altogether,
some nonnegative polynomial of degree `2 n` has integral `T` while every rule returns zero. -/
theorem false_convergence {ι : Type*} [Fintype ι] (Q : ι → RadialRule)
    {ω : ℝ → ℝ} {R T : ℝ} (hR : 0 < R) (hT : 0 < T)
    (hc : ContinuousOn ω (Set.Icc 0 R)) (hω : ∀ r, 0 < r → r ≤ R → 0 < ω r) :
    ∃ p : ℝ[X], p.natDegree = 2 * (allNodes Q).card ∧ (∀ x, 0 ≤ p.eval x) ∧
      radialIntegral ω R (fun r => p.eval r) = T ∧
      ∀ i, (Q i).value (fun r => p.eval r) = 0 := by
  have hI := blindPoly_integral_pos hR hc hω (allNodes Q)
  set I := radialIntegral ω R (fun r => (blindPoly (allNodes Q)).eval r) with hIdef
  have hk : 0 < T / I := div_pos hT hI
  refine ⟨C (T / I) * blindPoly (allNodes Q), ?_, ?_, ?_, ?_⟩
  · rw [natDegree_C_mul hk.ne', blindPoly_natDegree]
  · intro x
    rw [eval_mul, eval_C, blindPoly_eval]
    exact mul_nonneg hk.le (sq_nonneg _)
  · -- rescaling the integrand rescales the integral
    have h : radialIntegral ω R
        (fun r => (C (T / I) * blindPoly (allNodes Q)).eval r) = T / I * I := by
      rw [hIdef]
      unfold radialIntegral
      rw [← intervalIntegral.integral_const_mul]
      congr 1
      funext r
      beta_reduce
      rw [eval_mul, eval_C]
      ring
    rw [h, div_mul_cancel₀ T hI.ne']
  · -- every sample is taken at a root
    intro i
    refine Finset.sum_eq_zero (fun x hx => ?_)
    have hx' : x ∈ allNodes Q := Finset.mem_biUnion.2 ⟨i, Finset.mem_univ i, hx⟩
    have h0 : ∏ a ∈ allNodes Q, (x - a) = 0 := Finset.prod_eq_zero hx' (sub_self x)
    simp [blindPoly_eval, h0]
```

Setting `ω` to the constant 1 gives the plain integral.

```lean
/-- The unweighted case: for `R, T > 0`, some nonnegative polynomial of degree `2 n` has
integral `T` over `[0, R]` while every rule of the family, with `n` distinct nodes altogether,
returns zero. -/
theorem false_convergence_unweighted {ι : Type*} [Fintype ι] (Q : ι → RadialRule)
    {R T : ℝ} (hR : 0 < R) (hT : 0 < T) :
    ∃ p : ℝ[X], p.natDegree = 2 * (allNodes Q).card ∧ (∀ x, 0 ≤ p.eval x) ∧
      ∫ r in (0 : ℝ)..R, p.eval r = T ∧ ∀ i, (Q i).value (fun r => p.eval r) = 0 := by
  obtain ⟨p, hd, hp, hi, hz⟩ := false_convergence Q (ω := fun _ => 1) hR hT
    continuousOn_const (fun _ _ _ => one_pos)
  exact ⟨p, hd, hp, by simpa [radialIntegral] using hi, hz⟩
```

For semilocal potentials the theorem means that agreement among a fixed finite set of radial grids on $[0,R]$ does not by itself certify an integral, when the admissible integrands include all nonnegative polynomials of degree $2n$. It does not say that a product of a given potential and Gaussian projections behaves this badly, and it does not treat integrals over $[0,\infty)$.

## Invisible shifts and failed error bounds

In the next theorem `f` need not be continuous; only `ω f` has to be integrable, which leaves room for a potential that is singular at the core. The proof splits the integral with `integral_add` and the rule values with `Finset.sum_add_distrib`. The perturbed integrand `f + p` need not have the form of a potential times basis functions.

```lean
/-- Let `R, T > 0` and let the radial weight `ω` be continuous on `[0, R]` and positive on `(0, R]`.
Any integrand `f` with `ω f` integrable on `[0, R]` can be raised by a nonnegative polynomial so
that its weighted integral over `[0, R]` grows by `T` while the output of every rule stays the same.
-/
theorem invisible_shift {ι : Type*} [Fintype ι] (Q : ι → RadialRule)
    {ω f : ℝ → ℝ} {R T : ℝ} (hR : 0 < R) (hT : 0 < T)
    (hc : ContinuousOn ω (Set.Icc 0 R)) (hω : ∀ r, 0 < r → r ≤ R → 0 < ω r)
    (hf : IntervalIntegrable (fun r => ω r * f r) MeasureTheory.volume 0 R) :
    ∃ p : ℝ[X], (∀ x, 0 ≤ p.eval x) ∧
      radialIntegral ω R (fun r => f r + p.eval r) = radialIntegral ω R f + T ∧
      ∀ i, (Q i).value (fun r => f r + p.eval r) = (Q i).value f := by
  obtain ⟨p, -, hp, hi, hz⟩ := false_convergence Q hR hT hc hω
  refine ⟨p, hp, ?_, fun i => ?_⟩
  · have hpi : IntervalIntegrable (fun r => ω r * p.eval r) MeasureTheory.volume 0 R :=
      (hc.mul p.continuous.continuousOn).intervalIntegrable_of_Icc hR.le
    rw [← hi]
    unfold radialIntegral
    rw [← intervalIntegral.integral_add hf hpi]
    simp only [mul_add]
  · have h := hz i
    unfold RadialRule.value at h ⊢
    simp only [mul_add, Finset.sum_add_distrib, h, add_zero]
```

In `no_certificate`, `E` and `B` are arbitrary functions of the list of outputs. The difference between the last two grids is one choice of `B`, and an extrapolated value is one choice of `E`. The family may also contain one-node rules of weight 1, whose outputs are the individual samples, so access to the samples does not rescue the bound. A bound that uses other information, such as a known limit on a derivative of the integrand, is a different matter. The proof rewrites the outputs as the zero function with `funext hz` and finishes with the inequality derived above.

```lean
/-- **No certificate from grid outputs.** Let `R > 0` and let the radial weight be continuous
on `[0, R]` and positive on `(0, R]`. Whatever estimate `E` and error bound `B` are computed
from the outputs of the rules, the bound fails for some nonnegative polynomial of degree `2 n`,
where `n` is the number of distinct nodes. -/
theorem no_certificate {ι : Type*} [Fintype ι] (Q : ι → RadialRule)
    {ω : ℝ → ℝ} {R : ℝ} (hR : 0 < R)
    (hc : ContinuousOn ω (Set.Icc 0 R)) (hω : ∀ r, 0 < r → r ≤ R → 0 < ω r)
    (E B : (ι → ℝ) → ℝ) :
    ∃ p : ℝ[X], p.natDegree = 2 * (allNodes Q).card ∧ (∀ x, 0 ≤ p.eval x) ∧
      B (fun i => (Q i).value (fun r => p.eval r)) <
        |radialIntegral ω R (fun r => p.eval r) -
          E (fun i => (Q i).value (fun r => p.eval r))| := by
  -- choose the true integral beyond the reach of the bound issued for all-zero outputs
  have hT : 0 < |E (fun _ => 0)| + |B (fun _ => 0)| + 1 := by positivity
  obtain ⟨p, hd, hp, hi, hz⟩ := false_convergence Q hR hT hc hω
  refine ⟨p, hd, hp, ?_⟩
  have hout : (fun i => (Q i).value (fun r => p.eval r)) = fun _ => 0 := funext hz
  rw [hout, hi]
  refine lt_of_lt_of_le ?_ (le_abs_self _)
  linarith [le_abs_self (E (fun _ => 0)), le_abs_self (B (fun _ => 0))]
```

## Degree $2n$ is least for positive weights and nonnegativity on the whole line

The last theorem assumes positive quadrature weights and involves neither `R` nor `ω`. Nonnegative weights would not suffice: a one-node rule of weight zero returns zero for the constant polynomial 1, which has degree 0 and not 2. Nonnegativity on $[0,R]$ alone would not suffice either, because a node at an endpoint then needs only a simple root: $x(1-x)\left(x-\tfrac12\right)^2$ is nonnegative on $[0,1]$ and vanishes at the three nodes of the opening example, yet its degree is 4 and not 6.

In the proof, `Finset.sum_eq_zero_iff_of_nonneg` turns the vanishing sum into vanishing terms, and `hmin.hasDerivAt_eq_zero` gives the zero slope at the minimum. Two uses of `dvd_iff_isRoot` extract the double root. `Finset.prod_dvd_of_coprime` then combines the nodes, and the product is recognised as `blindPoly`, whose degree is known.

```lean
/-- **The degree is optimal.** If all quadrature weights are positive, a nonzero polynomial
that is nonnegative on the real line and on which every rule returns zero has degree at least
`2 n`, where `n` is the number of distinct nodes. -/
theorem degree_optimal {ι : Type*} [Fintype ι] (Q : ι → RadialRule)
    (hw : ∀ i, ∀ x ∈ (Q i).nodes, 0 < (Q i).weight x) {p : ℝ[X]} (hp0 : p ≠ 0)
    (hp : ∀ x, 0 ≤ p.eval x) (hz : ∀ i, (Q i).value (fun r => p.eval r) = 0) :
    2 * (allNodes Q).card ≤ p.natDegree := by
  have hdvd : ∀ a ∈ allNodes Q, (X - C a) ^ 2 ∣ p := by
    intro a ha
    obtain ⟨i, -, hai⟩ := Finset.mem_biUnion.1 ha
    -- a vanishing sum of nonnegative terms vanishes term by term
    have hterm := (Finset.sum_eq_zero_iff_of_nonneg
      (fun x hx => mul_nonneg (hw i x hx).le (hp x))).1 (hz i) a hai
    have hroot : p.eval a = 0 := (mul_eq_zero.1 hterm).resolve_left (hw i a hai).ne'
    -- a zero of a nonnegative polynomial is a minimum, so the slope vanishes too
    have hmin : IsLocalMin (fun x => p.eval x) a :=
      Filter.Eventually.of_forall (fun x => by
        change p.eval a ≤ p.eval x
        rw [hroot]
        exact hp x)
    have hder : p.derivative.eval a = 0 := hmin.hasDerivAt_eq_zero (p.hasDerivAt a)
    obtain ⟨q, hq⟩ := dvd_iff_isRoot.2 hroot
    have hqa : q.eval a = 0 := by
      rw [hq] at hder
      simpa [derivative_mul] using hder
    obtain ⟨s, hs⟩ := dvd_iff_isRoot.2 hqa
    exact ⟨s, by rw [hq, hs]; ring⟩
  -- the double roots at distinct nodes multiply up
  have hprod : ∏ a ∈ allNodes Q, (X - C a) ^ 2 ∣ p := by
    refine Finset.prod_dvd_of_coprime (fun a _ b _ hab => ?_) hdvd
    have h : IsCoprime (X - C a) (X - C b) :=
      pairwise_coprime_X_sub_C Function.injective_id hab
    exact h.pow
  rw [Finset.prod_pow] at hprod
  rw [← blindPoly_natDegree]
  exact natDegree_le_of_dvd hprod hp0

end

end FalseAdaptiveConvergence
```

```lean
#print axioms FalseAdaptiveConvergence.false_convergence
#print axioms FalseAdaptiveConvergence.false_convergence_unweighted
#print axioms FalseAdaptiveConvergence.no_certificate
#print axioms FalseAdaptiveConvergence.degree_optimal
```

```
'FalseAdaptiveConvergence.false_convergence' depends on axioms: [propext, Classical.choice, Quot.sound]
'FalseAdaptiveConvergence.false_convergence_unweighted' depends on axioms: [propext, Classical.choice, Quot.sound]
'FalseAdaptiveConvergence.no_certificate' depends on axioms: [propext, Classical.choice, Quot.sound]
'FalseAdaptiveConvergence.degree_optimal' depends on axioms: [propext, Classical.choice, Quot.sound]
```
